# Mask scheme for trigonometric polynomials: a grid-error bound from the Fourier tail of the mask

The mask $m$, the projector factor $\chi$ and the orbital $\psi$ are modelled as trigonometric polynomials in one variable with period $2\pi$. Each has finitely many nonzero Fourier coefficients, so every sum below is finite. For the mask this is an idealisation. A mask used with real-space projectors vanishes away from its atom, and a nonzero trigonometric polynomial cannot vanish on a whole interval, so $m$ stands for a truncated Fourier series of such a mask.

In the mask scheme, a nonlocal projector is divided by the mask, the quotient is filtered in Fourier space, and the result is multiplied by the mask again on the grid. Here $\chi$ is the filtered quotient, with frequencies $|q|\le\gamma$, and $\psi$ has frequencies $|g|\le G$. The projection of the orbital is then an integral of $m\chi\psi$, which the computer replaces by a sum over $N$ grid points. For this one-dimensional, band-limited model, the result bounds the quadrature error, divided by the period $2\pi$, by a product of three sums of absolute values of Fourier coefficients: those of the mask at frequencies $|p|\ge N-\gamma-G$, all those of $\chi$, and all those of $\psi$. How well $m\chi$ reproduces the original projector is a separate question.

```lean
import Mathlib

open scoped Real

namespace MaskScheme

noncomputable section
```

## Plane waves and the two averages

The plane wave of integer frequency $n$ is $e_n(x)=e^{inx}$.

```lean
/-- The plane wave `exp(i n x)` of integer frequency `n`. -/
def wave (n : ℤ) (x : ℝ) : ℂ := Complex.exp (n * Complex.I * x)
```

A trigonometric polynomial with coefficients $c_n$ is $\sum_n c_n e_n(x)$. In Lean the coefficients form an object of type `ℤ →₀ ℂ`, a function from the integers to the complex numbers that is nonzero at only finitely many places. Its `support` is the set of frequencies that actually occur. The coefficients are complex, so a conjugated projector fits the same description: conjugation sends frequency $q$ to $-q$ and preserves the cutoff.

```lean
/-- The trigonometric polynomial with Fourier coefficients `c n`. -/
def trig (c : ℤ →₀ ℂ) (x : ℝ) : ℂ := ∑ n ∈ c.support, c n * wave n x
```

The grid average of a function $f$ is its mean over equally spaced points,
$$\langle f\rangle_N=\frac1N\sum_{j=0}^{N-1} f\!\left(\frac{2\pi j}{N}\right).$$

```lean
/-- The average of `f` over the `N` grid points `2πj/N`, for `N > 0`. -/
def gridAvg (N : ℕ) (f : ℝ → ℂ) : ℂ :=
  (N : ℂ)⁻¹ * ∑ j ∈ Finset.range N, f (2 * π * j / N)
```

The exact average is $\langle f\rangle=\frac1{2\pi}\int_0^{2\pi}f(x)\,dx$. Both averages are normalised so that the constant function 1 has average 1; multiplying by the period $2\pi$ gives the integral and its grid approximation.

```lean
/-- The exact average of an integrable function `f` over the period from `0` to `2π`. -/
def periodAvg (f : ℝ → ℂ) : ℂ := (2 * (π : ℂ))⁻¹ * ∫ x in (0 : ℝ)..(2 * π), f x
```

## What each average does to a plane wave

Frequencies add under multiplication, since $e^{i(a+b)x}=e^{iax}e^{ibx}$.

```lean
/-- Frequencies add when plane waves are multiplied. -/
theorem wave_add (a b : ℤ) (x : ℝ) : wave (a + b) x = wave a x * wave b x := by
  simp only [wave]
  rw [← Complex.exp_add]
  congr 1
  push_cast
  ring
```

On the grid, $e_n(2\pi j/N)=\omega^j$ with $\omega=e^{2\pi i n/N}$. If $N$ divides $n$, then $\omega=1$, every term is 1 and the average is 1. Otherwise $\omega\ne1$ while $\omega^N=e^{2\pi i n}=1$, and the geometric sum gives
$$\frac1N\sum_{j=0}^{N-1}\omega^j=\frac1N\,\frac{\omega^N-1}{\omega-1}=0.$$
In the code, `hpow` identifies the grid values as powers of $\omega$, `hone` states that $\omega=1$ exactly when $N$ divides $n$, and `hroot` is $\omega^N=1$. The geometric sum is `geom_sum_eq`.

```lean
/-- On a grid of `N > 0` points a plane wave averages to one if `N` divides its frequency,
and to zero otherwise. -/
theorem gridAvg_wave {N : ℕ} (hN : 0 < N) (n : ℤ) :
    gridAvg N (wave n) = if (N : ℤ) ∣ n then 1 else 0 := by
  have hN' : (N : ℂ) ≠ 0 := by exact_mod_cast hN.ne'
  -- the grid values are the powers of one root of unity
  have hpow : ∀ j : ℕ, wave n (2 * π * j / N)
      = Complex.exp (n * (2 * π * Complex.I) / N) ^ j := by
    intro j
    rw [wave, ← Complex.exp_nat_mul]
    congr 1
    push_cast
    ring
  have hone : Complex.exp (n * (2 * π * Complex.I) / N) = 1 ↔ (N : ℤ) ∣ n := by
    rw [Complex.exp_eq_one_iff]
    constructor
    · rintro ⟨k, hk⟩
      rw [div_eq_iff hN'] at hk
      have h : (n : ℂ) * (2 * π * Complex.I) = (N * k) * (2 * π * Complex.I) := by
        linear_combination hk
      have h' := mul_right_cancel₀ Complex.two_pi_I_ne_zero h
      exact ⟨k, by exact_mod_cast h'⟩
    · rintro ⟨k, rfl⟩
      exact ⟨k, by push_cast; field_simp⟩
  have hroot : Complex.exp (n * (2 * π * Complex.I) / N) ^ N = 1 := by
    rw [← Complex.exp_nat_mul, Complex.exp_eq_one_iff]
    exact ⟨n, by field_simp⟩
  simp only [gridAvg, hpow]
  split_ifs with h
  · rw [hone.mpr h]
    simp [hN']
  · rw [geom_sum_eq (mt hone.mp h), hroot]
    simp
```

The exact average sees only the zero frequency. For $n=0$ the integrand is 1. For $n\neq0$,
$$\frac1{2\pi}\int_0^{2\pi}e^{inx}\,dx=\frac{1}{2\pi}\,\frac{e^{2\pi i n}-1}{in}=0.$$
The two cases of the proof are these two computations, and `hper` supplies $e^{2\pi i n}=1$.

```lean
/-- Over a full period a plane wave averages to one if its frequency is zero,
and to zero otherwise. -/
theorem periodAvg_wave (n : ℤ) : periodAvg (wave n) = if n = 0 then 1 else 0 := by
  split_ifs with h
  · subst h
    have h1 : wave 0 = fun _ => 1 := by
      funext x
      simp [wave]
    have h2 : (2 * (π : ℂ)) ≠ 0 :=
      mul_ne_zero two_ne_zero (Complex.ofReal_ne_zero.mpr Real.pi_ne_zero)
    simp only [periodAvg, h1, intervalIntegral.integral_const, sub_zero,
      Complex.real_smul, mul_one]
    push_cast
    exact inv_mul_cancel₀ h2
  · have hc : (n : ℂ) * Complex.I ≠ 0 :=
      mul_ne_zero (Int.cast_ne_zero.mpr h) Complex.I_ne_zero
    have hper : Complex.exp (n * Complex.I * ((2 * π : ℝ) : ℂ)) = 1 := by
      rw [Complex.exp_eq_one_iff]
      exact ⟨n, by push_cast; ring⟩
    simp only [periodAvg, wave]
    rw [integral_exp_mul_complex hc, hper]
    simp
```

The averages therefore disagree on a plane wave exactly when its frequency is a nonzero multiple of $N$. This is aliasing: the grid cannot tell such a wave from a constant.

## From plane waves to the triple product

Both averages are linear. For finitely many amplitudes $a_i$ and frequencies $k_i$,
$$\Big\langle \sum_i a_i e_{k_i}\Big\rangle_N=\sum_i a_i\langle e_{k_i}\rangle_N .$$
On the grid this is an exchange of two finite sums.

```lean
/-- The grid average of a finite sum of plane waves is taken term by term. -/
theorem gridAvg_sum {ι : Type*} (N : ℕ) (s : Finset ι) (a : ι → ℂ) (k : ι → ℤ) :
    gridAvg N (fun x => ∑ i ∈ s, a i * wave (k i) x)
      = ∑ i ∈ s, a i * gridAvg N (wave (k i)) := by
  simp only [gridAvg, Finset.mul_sum]
  rw [Finset.sum_comm]
  exact Finset.sum_congr rfl fun i _ => Finset.sum_congr rfl fun j _ => by ring
```

The same identity holds for the exact average. Here the sum is exchanged with the integral, which is allowed because each plane wave is continuous and hence integrable over the period.

```lean
/-- The period average of a finite sum of plane waves is taken term by term. -/
theorem periodAvg_sum {ι : Type*} (s : Finset ι) (a : ι → ℂ) (k : ι → ℤ) :
    periodAvg (fun x => ∑ i ∈ s, a i * wave (k i) x)
      = ∑ i ∈ s, a i * periodAvg (wave (k i)) := by
  simp only [periodAvg]
  rw [intervalIntegral.integral_finsetSum, Finset.mul_sum]
  · refine Finset.sum_congr rfl fun i _ => ?_
    rw [intervalIntegral.integral_const_mul]
    ring
  · intro i _
    apply Continuous.intervalIntegrable
    unfold wave
    fun_prop
```

Multiplying out the three polynomials and adding the exponents gives
$$m(x)\chi(x)\psi(x)=\sum_{p,q,g} m_p\,\chi_q\,\psi_g\,e^{i(p+q+g)x}.$$
Lean indexes this sum by triples `t`, with `t.1`, `t.2.1` and `t.2.2` in the roles of $p$, $q$ and $g$. In the comments of the Lean code, "projector" means the factor $\chi$, not the product $m\chi$.

```lean
/-- The product of mask, projector and orbital is a sum of plane waves over all triples of
their frequencies. -/
theorem product_expansion (m χ ψ : ℤ →₀ ℂ) (x : ℝ) :
    trig m x * trig χ x * trig ψ x
      = ∑ t ∈ m.support ×ˢ χ.support ×ˢ ψ.support,
          (m t.1 * χ t.2.1 * ψ t.2.2) * wave (t.1 + t.2.1 + t.2.2) x := by
  simp only [trig]
  rw [mul_assoc, Finset.sum_mul_sum, Finset.sum_mul_sum, Finset.sum_product]
  refine Finset.sum_congr rfl fun p _ => ?_
  rw [Finset.sum_product]
  refine Finset.sum_congr rfl fun q _ => ?_
  rw [Finset.mul_sum]
  refine Finset.sum_congr rfl fun g _ => ?_
  change m p * wave p x * (χ q * wave q x * (ψ g * wave g x))
    = m p * χ q * ψ g * wave (p + q + g) x
  rw [wave_add, wave_add]
  ring
```

Now subtract the two averages term by term. Write $k=p+q+g$. If $k=0$, both averages of $e_k$ are 1 and cancel. If $k\ne0$, the exact average is 0 and the grid average is 1 or 0 according to whether $N$ divides $k$. Hence
$$\langle m\chi\psi\rangle_N-\langle m\chi\psi\rangle=\sum_{\substack{N\mid p+q+g\\ p+q+g\neq0}} m_p\,\chi_q\,\psi_g .$$
This is an equality, valid whatever the cutoffs of the three polynomials are. The two `by_cases` steps at the end of the proof are the case distinctions just made.

```lean
/-- On a grid of `N > 0` points the error of the average of `m χ ψ` is the sum of
`m_p χ_q ψ_g` over the triples whose total frequency is a nonzero multiple of `N`. -/
theorem aliasing_error {N : ℕ} (hN : 0 < N) (m χ ψ : ℤ →₀ ℂ) :
    gridAvg N (fun x => trig m x * trig χ x * trig ψ x)
        - periodAvg (fun x => trig m x * trig χ x * trig ψ x)
      = ∑ t ∈ (m.support ×ˢ χ.support ×ˢ ψ.support).filter
          (fun t => (N : ℤ) ∣ t.1 + t.2.1 + t.2.2 ∧ t.1 + t.2.1 + t.2.2 ≠ 0),
          m t.1 * χ t.2.1 * ψ t.2.2 := by
  rw [funext (product_expansion m χ ψ), gridAvg_sum, periodAvg_sum,
    ← Finset.sum_sub_distrib, Finset.sum_filter]
  refine Finset.sum_congr rfl fun t _ => ?_
  simp only [gridAvg_wave hN, periodAvg_wave]
  generalize t.1 + t.2.1 + t.2.2 = k
  by_cases h0 : k = 0
  · simp [h0]
  · by_cases hd : (N : ℤ) ∣ k <;> simp [h0, hd]
```

## Which mask frequencies can contribute to the error

Take a triple that contributes to the error. Its total frequency is a nonzero multiple of $N$, so $|p+q+g|\ge N$. With $|q|\le\gamma$ and $|g|\le G$,
$$|p|\ \ge\ |p+q+g|-|q|-|g|\ \ge\ N-\gamma-G .$$
The triangle inequality bounds the error by the sum of $|m_p||\chi_q||\psi_g|$ over the contributing triples. All these terms are nonnegative, so the sum can only grow if it is extended to every triple with $|p|\ge N-\gamma-G$. The extended sum factorises:
$$\big|\langle m\chi\psi\rangle_N-\langle m\chi\psi\rangle\big|\le\Big(\sum_{|p|\ge N-\gamma-G}|m_p|\Big)\Big(\sum_q|\chi_q|\Big)\Big(\sum_g|\psi_g|\Big).$$

In the theorem, `hN` says that there is at least one grid point, and `hχ` and `hψ` are the two cutoffs. The mask has no cutoff hypothesis. The threshold `(N : ℤ) - γ - G` is computed in the integers, so it may be zero or negative; the first factor then contains every mask coefficient.

The proof begins with the factorisation, as `hR`. It then rewrites the error with `aliasing_error`, applies the triangle inequality through `norm_sum_le`, and enlarges the index set with `Finset.sum_le_sum_of_subset_of_nonneg`. The estimate for $|p|$ is obtained by treating the two signs of $p+q+g$ separately, each closed by `linarith`.

```lean
/-- Mask scheme: if `χ` has frequencies up to `γ` and `ψ` up to `G`, the error of the average
of `m χ ψ` on `N > 0` grid points is at most the sum of `|m_p|` over `|p| ≥ N - γ - G`,
times the sum of all `|χ_q|`, times the sum of all `|ψ_g|`. -/
theorem mask_error_bound {N γ G : ℕ} (hN : 0 < N) (m χ ψ : ℤ →₀ ℂ)
    (hχ : ∀ q ∈ χ.support, |q| ≤ (γ : ℤ)) (hψ : ∀ g ∈ ψ.support, |g| ≤ (G : ℤ)) :
    ‖gridAvg N (fun x => trig m x * trig χ x * trig ψ x)
        - periodAvg (fun x => trig m x * trig χ x * trig ψ x)‖
      ≤ (∑ p ∈ m.support.filter (fun p => (N : ℤ) - γ - G ≤ |p|), ‖m p‖)
        * (∑ q ∈ χ.support, ‖χ q‖) * ∑ g ∈ ψ.support, ‖ψ g‖ := by
  -- write the bound as one sum over triples of frequencies
  have hR : (∑ p ∈ m.support.filter (fun p => (N : ℤ) - γ - G ≤ |p|), ‖m p‖)
        * (∑ q ∈ χ.support, ‖χ q‖) * ∑ g ∈ ψ.support, ‖ψ g‖
      = ∑ t ∈ (m.support.filter (fun p => (N : ℤ) - γ - G ≤ |p|))
          ×ˢ χ.support ×ˢ ψ.support, ‖m t.1‖ * ‖χ t.2.1‖ * ‖ψ t.2.2‖ := by
    rw [mul_assoc, Finset.sum_mul_sum, Finset.sum_mul_sum, Finset.sum_product]
    refine Finset.sum_congr rfl fun p _ => ?_
    rw [Finset.sum_product]
    refine Finset.sum_congr rfl fun q _ => ?_
    rw [Finset.mul_sum]
    exact Finset.sum_congr rfl fun g _ => (mul_assoc _ _ _).symm
  rw [aliasing_error hN, hR]
  refine (norm_sum_le _ _).trans ?_
  simp only [norm_mul]
  apply Finset.sum_le_sum_of_subset_of_nonneg
  · -- in an aliased triple the mask frequency satisfies `N - γ - G ≤ |p|`
    rintro ⟨p, q, g⟩ h
    simp only [Finset.mem_filter, Finset.mem_product] at h ⊢
    obtain ⟨⟨hp, hq, hg⟩, hd, h0⟩ := h
    refine ⟨⟨hp, ?_⟩, hq, hg⟩
    have h1 : (N : ℤ) ≤ |p + q + g| :=
      Int.le_of_dvd (abs_pos.mpr h0) ((dvd_abs _ _).mpr hd)
    have h2 := abs_le.mp (hχ q hq)
    have h3 := abs_le.mp (hψ g hg)
    rcases le_abs.mp h1 with h4 | h4
    · linarith [le_abs_self p, h2.2, h3.2]
    · linarith [neg_abs_le p, h2.1, h3.1]
  · intros
    positivity
```

## An exact grid for a band-limited mask

Suppose the mask also has a cutoff, $|p|\le M$, and $M+\gamma+G<N$. Then $|p|\le M<N-\gamma-G$ for every mask frequency, so the first factor of the bound is an empty sum. The error is at most zero, and the two averages agree. In Lean, `hF` records that no mask frequency reaches the threshold.

```lean
/-- If mask, projector and orbital have frequencies up to `M`, `γ` and `G` with
`M + γ + G < N`, the `N`-point grid average of their product is exact. -/
theorem grid_exact {N M γ G : ℕ} (hcut : M + γ + G < N) (m χ ψ : ℤ →₀ ℂ)
    (hm : ∀ p ∈ m.support, |p| ≤ (M : ℤ))
    (hχ : ∀ q ∈ χ.support, |q| ≤ (γ : ℤ)) (hψ : ∀ g ∈ ψ.support, |g| ≤ (G : ℤ)) :
    gridAvg N (fun x => trig m x * trig χ x * trig ψ x)
      = periodAvg (fun x => trig m x * trig χ x * trig ψ x) := by
  have h := mask_error_bound (by omega : 0 < N) m χ ψ hχ hψ
  have hcut' : (M : ℤ) + γ + G < N := by exact_mod_cast hcut
  -- no mask frequency reaches the threshold
  have hF : m.support.filter (fun p => (N : ℤ) - γ - G ≤ |p|) = ∅ := by
    rw [Finset.filter_eq_empty_iff]
    intro p hp hle
    linarith [hm p hp]
  rw [hF, Finset.sum_empty, zero_mul, zero_mul] at h
  exact sub_eq_zero.mp (norm_le_zero_iff.mp h)
```

## Single plane waves attain the bound

Let $m$, $\chi$ and $\psi$ be single plane waves with coefficient 1 and frequencies $N-\gamma-G$, $\gamma$ and $G$. Their product is $e^{iNx}$, whose grid average is 1 and whose exact average is 0, so the error has modulus 1. The three factors of the bound are each 1 as well, because the mask frequency satisfies $|N-\gamma-G|\ge N-\gamma-G$ whatever its sign. The bound therefore cannot be improved by a constant factor smaller than 1, for any $N>0$, $\gamma$ and $G$. When $\gamma+G\le N$, the same example has $M=N-\gamma-G$ and shows that exactness can already fail at $M+\gamma+G=N$. A plane wave of nonzero frequency is complex, whereas a mask is real. The bound is attained for a real, positive mask too: with $\gamma=G=0$, $m(x)=3+2\cos Nx$ and $\chi=\psi=1$, the error and the bound are both 2.

`Finsupp.single` is the coefficient family with one nonzero entry. The first half of the proof evaluates the error through `aliasing_error`, where the only triple has total frequency $N$; the second half evaluates the three sums.

```lean
/-- The bound is sharp for all `N > 0`, `γ` and `G`: for single plane waves of frequencies
`N - γ - G`, `γ` and `G` the error and the bound both equal one. -/
theorem mask_error_bound_sharp {N : ℕ} (hN : 0 < N) (γ G : ℕ) :
    let m : ℤ →₀ ℂ := Finsupp.single ((N : ℤ) - γ - G) 1
    let χ : ℤ →₀ ℂ := Finsupp.single (γ : ℤ) 1
    let ψ : ℤ →₀ ℂ := Finsupp.single (G : ℤ) 1
    ‖gridAvg N (fun x => trig m x * trig χ x * trig ψ x)
        - periodAvg (fun x => trig m x * trig χ x * trig ψ x)‖ = 1 ∧
    (∑ p ∈ m.support.filter (fun p => (N : ℤ) - γ - G ≤ |p|), ‖m p‖)
        * (∑ q ∈ χ.support, ‖χ q‖) * (∑ g ∈ ψ.support, ‖ψ g‖) = 1 := by
  intro m χ ψ
  have hs : (N : ℤ) - γ - G + γ + G = N := by ring
  have hsupp : ∀ k : ℤ, (Finsupp.single k (1 : ℂ)).support = {k} :=
    fun k => Finsupp.support_single k one_ne_zero
  constructor
  · rw [aliasing_error hN]
    simp only [m, χ, ψ, hsupp, Finset.singleton_product_singleton,
      Finset.filter_singleton, hs]
    simp [hN.ne']
  · simp only [m, χ, ψ, hsupp, Finset.filter_singleton]
    rw [if_pos (le_abs_self _)]
    simp

end

end MaskScheme
```

```lean
#print axioms MaskScheme.mask_error_bound
#print axioms MaskScheme.grid_exact
#print axioms MaskScheme.mask_error_bound_sharp
```

```
'MaskScheme.mask_error_bound' depends on axioms: [propext, Classical.choice, Quot.sound]
'MaskScheme.grid_exact' depends on axioms: [propext, Classical.choice, Quot.sound]
'MaskScheme.mask_error_bound_sharp' depends on axioms: [propext, Classical.choice, Quot.sound]
```
